# Lowering operators of two oscillator modes commute on polynomial states

The theorem `lower_commute` states that the partial derivatives ∂/∂z_i and ∂/∂z_j, as linear operators on complex polynomials in two variables, commute for every choice of i and j. In the Bargmann representation these derivatives are the lowering operators of two oscillator modes, and the polynomials are states with finitely many quanta, not necessarily normalised. No Hamiltonian or inner product enters the statement. The attempt uses the fact that the commutator of two derivations is again a derivation, so that it vanishes everywhere once it vanishes on each variable.

This version doesn't compile in Lean 4 with Mathlib:

```lean
import Mathlib

open MvPolynomial

namespace ResonantOscillators

noncomputable section

/-- The partial derivative with respect to variable `k` on polynomials in two variables. -/
def lower (k : Fin 2) : Module.End ℂ (MvPolynomial (Fin 2) ℂ) :=
  (pderiv k : Derivation ℂ (MvPolynomial (Fin 2) ℂ) (MvPolynomial (Fin 2) ℂ)).toLinearMap

/-- Partial derivatives of polynomials in two variables commute. -/
theorem lower_commute (i j : Fin 2) : Commute (lower i) (lower j) := by
  have hl : ∀ (k : Fin 2) (p : MvPolynomial (Fin 2) ℂ), lower k p = pderiv k p :=
    fun _ _ => rfl
  have h0 : ∀ i j k : Fin 2, pderiv i (pderiv j (X k : MvPolynomial (Fin 2) ℂ)) = 0 := by
    intro i j k
    rcases eq_or_ne k j with rfl | hk
    · rw [pderiv_X_self]
      exact Derivation.map_one_eq_zero _
    · rw [pderiv_X_of_ne hk, map_zero]
  -- the commutator of two derivations is a derivation, and it kills both variables
  have hD : ⁅(pderiv i : Derivation ℂ (MvPolynomial (Fin 2) ℂ) (MvPolynomial (Fin 2) ℂ)),
      (pderiv j : Derivation ℂ (MvPolynomial (Fin 2) ℂ) (MvPolynomial (Fin 2) ℂ))⁆ = 0 := by
    refine MvPolynomial.derivation_ext fun k => ?_
    simp [Derivation.commutator_apply, h0]
  refine (commute_iff_eq _ _).2 (LinearMap.ext fun p => ?_)
  have e := DFunLike.congr_fun hD p
  simp only [Derivation.commutator_apply, Derivation.coe_zero, Pi.zero_apply] at e
  rw [Module.End.mul_apply, Module.End.mul_apply, hl, hl, hl, hl]
  exact sub_eq_zero.1 e

end

end ResonantOscillators
```

The compiler's answer:

```
Main.lean:25:90: error: unsolved goals
i j : Fin 2
hl : ∀ (k : Fin 2) (p : MvPolynomial (Fin 2) ℂ), (lower k) p = (pderiv k) p
h0 : ∀ (i j k : Fin 2), (pderiv i) ((pderiv j) (X k)) = 0
k : Fin 2
⊢ (pderiv i) (Pi.single j 1 k) - (pderiv j) (Pi.single i 1 k) = 0
Main.lean:27:39: warning: This simp argument is unused:
  h0

Hint: Omit it from the simp argument list.
  [apply] simp [Derivation.commutator_apply]

Note: This linter can be disabled with `set_option linter.unusedSimpArgs false`
```

After these edits no error is left:

```diff
@@ -25,5 +25,5 @@
       (pderiv j : Derivation ℂ (MvPolynomial (Fin 2) ℂ) (MvPolynomial (Fin 2) ℂ))⁆ = 0 := by
     refine MvPolynomial.derivation_ext fun k => ?_
-    simp [Derivation.commutator_apply, h0]
+    simp only [Derivation.commutator_apply, h0, sub_self, Derivation.coe_zero, Pi.zero_apply]
   refine (commute_iff_eq _ _).2 (LinearMap.ext fun p => ?_)
   have e := DFunLike.congr_fun hD p
```

What went wrong. The error leaves the commutator's value on a variable `X k` unproved. The hypothesis `h0` says that any two successive derivatives of `X k` give zero, which is what is needed, but the warning reports that `simp` never used it. The full `simp` call also uses Lean's default simplification rules, and these rewrote the inner derivative `pderiv j (X k)` as `Pi.single j 1 k`, which is 1 if `k = j` and 0 otherwise. After that the pattern in `h0` no longer occurred, and `simp` did not finish the goal in its new form.

The repair uses `simp only`, which leaves out that default rewrite. The inner derivative keeps its form, so `h0` turns both terms of the commutator into zero, and `sub_self` reduces their difference to zero. `Derivation.coe_zero` and `Pi.zero_apply` evaluate the zero derivation on the right-hand side. Dropping `h0`, as the linter's hint suggests, would silence the warning but leave the error.
